# A sum of poles at n real levels that vanishes at n distinct non-real energies has only zero weights

A finite set of distinct real levels e with real weights u(e), of either sign, defines the function ∑ u(e)/(z − e) of a complex energy z, the form taken by the hybridisation function of a finite non-interacting bath. The theorem says that if this function vanishes at every point of a finite set of non-real energies, and there are at least as many points as levels, then every weight is zero. The proof multiplies by the common denominator to get a polynomial `P` whose degree is less than the number of points, so that `P`, vanishing at all of them, must be zero. Evaluating `P` at a level then leaves only that level's weight times a non-zero product, so the weight is zero.

An attempt in Lean 4 with a fault in it:

```lean
import Mathlib

open Polynomial ComplexConjugate

namespace DiscreteBath

noncomputable section

/-- If a sum of simple poles at real levels vanishes at no fewer non-real points than there
are levels, then all its weights are zero. -/
theorem weights_eq_zero (S : Finset ℝ) (u : ℝ → ℝ) (Z : Finset ℂ)
    (hcard : S.card ≤ Z.card) (him : ∀ z ∈ Z, z.im ≠ 0)
    (hzero : ∀ z ∈ Z, ∑ e ∈ S, (u e : ℂ) / (z - (e : ℂ)) = 0) :
    ∀ e ∈ S, u e = 0 := by
  -- the numerator of the pole sum over the common denominator
  let P : ℂ[X] := ∑ e ∈ S, (u e : ℂ) • ∏ a ∈ S.erase e, (X - C (a : ℂ))
  have hev : ∀ z : ℂ, P.eval z = ∑ e ∈ S, (u e : ℂ) * ∏ a ∈ S.erase e, (z - (a : ℂ)) := by
    intro z
    simp only [P, eval_finset_sum, eval_smul, eval_prod, eval_sub, eval_X, eval_C, smul_eq_mul]
  have hdeg : P.degree < (Z.card : WithBot ℕ) := by
    rw [← mem_degreeLT]
    refine Submodule.sum_mem _ fun e he => Submodule.smul_mem _ _ ?_
    rw [mem_degreeLT]
    simp only [degree_prod, degree_X_sub_C, Finset.sum_const, nsmul_one]
    exact_mod_cast lt_of_lt_of_le (Finset.card_erase_lt_of_mem he) hcard
  have hroot : ∀ z ∈ Z, P.eval z = 0 := by
    intro z hz
    have hfac : P.eval z =
        (∏ a ∈ S, (z - (a : ℂ))) * ∑ e ∈ S, (u e : ℂ) / (z - (e : ℂ)) := by
      rw [hev, Finset.mul_sum]
      refine Finset.sum_congr rfl fun e he => ?_
      have hne : z - (e : ℂ) ≠ 0 := by
        intro h
        apply him z hz
        simpa using congrArg Complex.im h
      rw [← Finset.mul_prod_erase S (fun a : ℝ => z - (a : ℂ)) he]
      field_simp
    rw [hfac, hzero z hz, mul_zero]
  -- too many roots for its degree
  have hP : P = 0 := eq_zero_of_degree_lt_of_eval_finset_eq_zero Z hdeg hroot
  intro e he
  -- at a level only the term of that level survives
  have h := hev (e : ℂ)
  rw [hP, eval_zero, Finset.sum_eq_single_of_mem e he (fun b _ hbe => by
    rw [Finset.prod_eq_zero (Finset.mem_erase.mpr ⟨hbe.symm, he⟩) (sub_self _), mul_zero])] at h
  have hprod : ∏ a ∈ S.erase e, ((e : ℂ) - (a : ℂ)) ≠ 0 := by
    refine Finset.prod_ne_zero_iff.mpr fun a ha h0 => ?_
    exact (Finset.mem_erase.mp ha).1 (Complex.ofReal_injective (sub_eq_zero.mp h0)).symm
  exact_mod_cast (mul_eq_zero.mp h.symm).resolve_right hprod

end

end DiscreteBath
```

Lean reports:

```
Main.lean:19:18: warning: `Polynomial.eval_finset_sum` has been deprecated: Use `Polynomial.eval_finsetSum` instead
Main.lean:45:8: error: Tactic `rewrite` failed: Did not find an occurrence of the pattern
  ∏ j ∈ S.erase b, (e - j)
in the target expression
  ↑(u b) * ∏ a ∈ S.erase b, (↑e - ↑a) = 0

S : Finset ℝ
u : ℝ → ℝ
Z : Finset ℂ
hcard : S.card ≤ Z.card
him : ∀ z ∈ Z, z.im ≠ 0
hzero : ∀ z ∈ Z, ∑ e ∈ S, ↑(u e) / (z - ↑e) = 0
P : ℂ[X] := ∑ e ∈ S, ↑(u e) • ∏ a ∈ S.erase e, (X - C ↑a)
hev : ∀ (z : ℂ), eval z P = ∑ e ∈ S, ↑(u e) * ∏ a ∈ S.erase e, (z - ↑a)
hdeg : P.degree < ↑Z.card
hroot : ∀ z ∈ Z, eval z P = 0
hP : P = 0
e : ℝ
he : e ∈ S
h : 0 = ∑ e_1 ∈ S, ↑(u e_1) * ∏ a ∈ S.erase e_1, (↑e - ↑a)
b : ℝ
x✝ : b ∈ S
hbe : b ≠ e
⊢ ↑(u b) * ∏ a ∈ S.erase b, (↑e - ↑a) = 0
```

Diagnosis. The error comes in the last step, where the terms of the other levels `b` have to vanish. Each contains a product over `S.erase b` with a zero factor at `a = e`, and `Finset.prod_eq_zero` is the right lemma for that. But inside `rw` nothing said which function the product was of, and `sub_self _` left the number type open as well. Lean settled on the real differences `e - j`, as the pattern in the message shows. The goal has the complex differences `↑e - ↑a`, with each real level cast to ℂ, so the pattern does not occur in it and the rewrite fails.

The repair first states the vanishing of the complex product as `h0`. With that statement given, `Finset.prod_eq_zero` is applied to the intended function, and `sub_self (e : ℂ)` proves that its factor at `e` is zero. The left side of `h0` is now the product in the goal, so `rw [h0, mul_zero]` closes it.

Replacing `eval_finset_sum` by `eval_finsetSum` only answers the deprecation warning and is mere tidying.

The mended proof, as a diff:

```diff
@@ -17,5 +17,5 @@
   have hev : ∀ z : ℂ, P.eval z = ∑ e ∈ S, (u e : ℂ) * ∏ a ∈ S.erase e, (z - (a : ℂ)) := by
     intro z
-    simp only [P, eval_finset_sum, eval_smul, eval_prod, eval_sub, eval_X, eval_C, smul_eq_mul]
+    simp only [P, eval_finsetSum, eval_smul, eval_prod, eval_sub, eval_X, eval_C, smul_eq_mul]
   have hdeg : P.degree < (Z.card : WithBot ℕ) := by
     rw [← mem_degreeLT]
@@ -43,5 +43,7 @@
   have h := hev (e : ℂ)
   rw [hP, eval_zero, Finset.sum_eq_single_of_mem e he (fun b _ hbe => by
-    rw [Finset.prod_eq_zero (Finset.mem_erase.mpr ⟨hbe.symm, he⟩) (sub_self _), mul_zero])] at h
+    have h0 : ∏ a ∈ S.erase b, ((e : ℂ) - (a : ℂ)) = 0 :=
+      Finset.prod_eq_zero (Finset.mem_erase.mpr ⟨hbe.symm, he⟩) (sub_self (e : ℂ))
+    rw [h0, mul_zero])] at h
   have hprod : ∏ a ∈ S.erase e, ((e : ℂ) - (a : ℂ)) ≠ 0 := by
     refine Finset.prod_ne_zero_iff.mpr fun a ha h0 => ?_
```
